# Slow exchange with a dead-end trap: a fixed mean reaction time and a diverging variance

## The reaction time as a density

A reaction time can be modelled as a random variable on stochastic trajectories, or through the probability density that a master equation gives it. These notes take the second way. State A has occupation $a(t)$ and reacts at rate $r$. It exchanges with a trap of occupation $b(t)$, with entry rate $k$ and exit rate $k/K$:

$$a'=-(r+k)a+\frac{k}{K}b,\qquad b'=ka-\frac{k}{K}b,\qquad a(0)=1,\quad b(0)=0.$$

Reaction happens only from A, so the reaction-time density is $r\,a(t)$. The constant $K$ is the ratio $b/a$ at which exchange balances. Holding $K$ fixed while $k$ varies changes how fast the trap exchanges, but not how strongly it binds.

## What holds for positive rates

For $r,k,K>0$ the density integrates to one, and

$$m=\frac{1+K}{r},\qquad \text{variance}=m^2+\frac{2K^2}{kr}.$$

As $k\to0^+$ at fixed $r$ and $K$, the mean stays at $(1+K)/r$ and the variance diverges. With the trap deleted, the mean is $1/r$.

A heuristic count shows where the difference comes from. On average there are $k/r$ trap visits before reaction, each of mean length $K/k$, which adds $K/r$ to the mean whatever $k$ is. Slow exchange makes the visits rare and long.

In simulations of this two-state model, the number of independent trajectories needed for a given standard error of the mean therefore grows as $1/k$ when exchange is slow.

## Exponential decay of the occupations

Let $V=a^2+b^2/K$. The master equation gives

$$V'=-2(r+k)a^2+\frac{4k}{K}ab-\frac{2k}{K^2}b^2=-2\left[ra^2+k\left(a-\frac bK\right)^2\right].$$

Write $u=b/K$, so that $V=a^2+Ku^2$. Since $2a^2+2(a-u)^2-u^2=(2a-u)^2\ge0$,

$$cV\le c(1+2K)a^2+2Kc(a-u)^2$$

for any $c>0$. Choose $c=\min(r,k)/(1+2K)$. Then $c(1+2K)\le r$ and $2Kc\le k$, hence $V'\le-2cV$. As $V(0)=1$, we get $V\le e^{-2ct}$ for $t\ge0$, so $|a|\le e^{-ct}$ and $|b|\le\sqrt K\,e^{-ct}$. Polynomials in $t$ times either occupation are thus integrable and vanish at late times.

## Moments from an antiderivative

To average a polynomial $f(t)$, look for polynomials $p,q$ with

$$\frac{d}{dt}\bigl[-(pa+qb)\bigr]=f\,r\,a.$$

Inserting the master equation and comparing the coefficients of $b$ and $a$ gives

$$q=p+\frac Kk q',\qquad rp=rf+p'+Kq'.$$

The boundary term at infinity vanishes, so the average of $f$ is $p(0)$.

- For $f=1$, take $p=q=1$. The density is normalised.
- For $f=t$, take $p=t+m$ and $q=t+n$. Then $n=m+K/k$ and $rm=1+K$.
- For $f=t^2$, take $p=t^2+2mt+m_2$ and $q=t^2+2nt+n_2$. Then $n_2=m_2+2nK/k$ and $rm_2=2m+2Kn$.

Here $m,m_2$ are the first two moments for a start in A, and $n,n_2$ those for a start in the trap. Substituting $n$,

$$m_2=\frac{2m(1+K)}{r}+\frac{2K^2}{kr}=2m^2+\frac{2K^2}{kr},$$

and subtracting $m^2$ gives the variance.

For $k=0$ the equation for A is $a'=-ra$, so $a=e^{-rt}$. An antiderivative of $t\,r\,e^{-rt}$ is $-(t+1/r)e^{-rt}$, and the mean is $1/r$.

## The statement in Lean

`TrapKinetics r k K a b` says that the real functions `a` and `b` satisfy the initial conditions and the master equation. The derivatives are required at every real time, while the averages use positive times only. `meanTime` and `varTime` are integrals of the density over `Ioi 0`; no moment formula, decay or integrability is assumed.

`trap_mean_and_variance` holds for any such pair when `r`, `k` and `K` are positive. `mean_without_trap` uses the same structure with `k = 0`. `slow_trap_limit` is stated for the explicit solution `probA`, and `𝓝[>] 0` means that `k` approaches zero from above.

The model has one trap, no reaction from it, constant rates and a start in A. The file constructs no trajectories and does not prove that the occupations are nonnegative.

```lean
import Mathlib

open Filter Topology Asymptotics MeasureTheory Set

namespace DeadEndTrap

noncomputable section

/-- Master equation for a state A (occupation `a`) that reacts at rate `r` and exchanges with a
dead-end trap (occupation `b`), entry rate `k`, exit rate `k / K` with `K ≠ 0`, started in A. -/
structure TrapKinetics (r k K : ℝ) (a b : ℝ → ℝ) : Prop where
  a_zero : a 0 = 1
  b_zero : b 0 = 0
  a_deriv : ∀ t, HasDerivAt a (-(r + k) * a t + k / K * b t) t
  b_deriv : ∀ t, HasDerivAt b (k * a t - k / K * b t) t

/-- Mean reaction time, for the reaction-time density `r * a t`. -/
def meanTime (r : ℝ) (a : ℝ → ℝ) : ℝ := ∫ t in Ioi (0 : ℝ), t * (r * a t)

/-- Variance of the reaction time, for the reaction-time density `r * a t`. -/
def varTime (r : ℝ) (a : ℝ → ℝ) : ℝ :=
  ∫ t in Ioi (0 : ℝ), (t - meanTime r a) ^ 2 * (r * a t)

/-- Difference of the two relaxation rates, for positive `r`, `k`, `K`. -/
def rateGap (r k K : ℝ) : ℝ := √((k / K - r - k) ^ 2 + 4 * k * (k / K))

/-- Explicit biexponential occupation of A, for positive `r`, `k`, `K`. -/
def probA (r k K t : ℝ) : ℝ :=
  ((rateGap r k K + (k / K - r - k)) * Real.exp ((rateGap r k K - (r + k + k / K)) / 2 * t)
    + (rateGap r k K - (k / K - r - k)) * Real.exp (-(rateGap r k K + (r + k + k / K)) / 2 * t))
    / (2 * rateGap r k K)

/-- Explicit biexponential occupation of the trap, for positive `r`, `k`, `K`. -/
def probT (r k K t : ℝ) : ℝ :=
  k * (Real.exp ((rateGap r k K - (r + k + k / K)) / 2 * t)
    - Real.exp (-(rateGap r k K + (r + k + k / K)) / 2 * t)) / rateGap r k K

/-- The exponential `exp (c t)` grows at rate `c`. -/
theorem hasDerivAt_exp_mul (c t : ℝ) :
    HasDerivAt (fun s => Real.exp (c * s)) (c * Real.exp (c * t)) t :=
  ((hasDerivAt_id' t).const_mul c).exp.congr_deriv (by ring)

/-- The square of a differentiable quantity changes at twice the quantity times its rate. -/
theorem hasDerivAt_square {f : ℝ → ℝ} {f' t : ℝ} (hf : HasDerivAt f f' t) :
    HasDerivAt (fun s => f s ^ 2) (2 * f t * f') t := by
  have h := hf.fun_mul hf
  simp only [← sq] at h
  exact h.congr_deriv (by ring)

/-- A continuous quantity that decays exponentially, times a quadratic polynomial in time, is
integrable over positive times and vanishes at late times. -/
theorem quadratic_decay {f : ℝ → ℝ} {c C : ℝ} (hc : 0 < c) (hf : Continuous f)
    (hb : ∀ t, 0 ≤ t → |f t| ≤ C * Real.exp (-(c * t))) (x y z : ℝ) :
    IntegrableOn (fun t => (x + y * t + z * t ^ 2) * f t) (Ioi 0) ∧
      Tendsto (fun t => (x + y * t + z * t ^ 2) * f t) atTop (𝓝 0) := by
  have h1 : f =O[atTop] fun t => Real.exp (-(c * t)) := by
    refine IsBigO.of_bound C ?_
    filter_upwards [eventually_ge_atTop 0] with t ht
    rw [Real.norm_eq_abs, Real.norm_eq_abs, abs_of_pos (Real.exp_pos _)]
    exact hb t ht
  -- half of the decay rate absorbs any power of time
  have h2 : ∀ n : ℕ, (fun t : ℝ => t ^ n * f t) =O[atTop] fun t => Real.exp (-(c / 2) * t) := by
    intro n
    refine ((isLittleO_pow_exp_pos_mul_atTop (k := n) (half_pos hc)).isBigO.mul h1).congr_right
      (fun t => ?_)
    show Real.exp (c / 2 * t) * Real.exp (-(c * t)) = Real.exp (-(c / 2) * t)
    rw [← Real.exp_add]
    congr 1
    ring
  have h3 : (fun t => (x + y * t + z * t ^ 2) * f t) =O[atTop]
      fun t => Real.exp (-(c / 2) * t) := by
    refine ((((h2 0).const_mul_left x).add ((h2 1).const_mul_left y)).add
      ((h2 2).const_mul_left z)).congr_left (fun t => ?_)
    show x * (t ^ 0 * f t) + y * (t ^ 1 * f t) + z * (t ^ 2 * f t) =
      (x + y * t + z * t ^ 2) * f t
    ring
  refine ⟨integrable_of_isBigO_exp_neg (half_pos hc)
    (Continuous.continuousOn (by fun_prop)) h3, h3.trans_tendsto ?_⟩
  exact Real.tendsto_exp_atBot.comp
    (tendsto_id.const_mul_atTop_of_neg (by linarith : -(c / 2) < 0))

variable {r k K : ℝ} {a b : ℝ → ℝ}

/-- For positive rates and positive `K`, both occupations decay exponentially. -/
theorem occupation_decay (hr : 0 < r) (hk : 0 < k) (hK : 0 < K) (h : TrapKinetics r k K a b) :
    ∃ c, 0 < c ∧ ∀ t, 0 ≤ t → |a t| ≤ (1 + K) * Real.exp (-(c * t)) ∧
      |b t| ≤ (1 + K) * Real.exp (-(c * t)) := by
  obtain ⟨c, hc, hcr, hck⟩ : ∃ c, 0 < c ∧ c * (1 + 2 * K) ≤ r ∧ c * (2 * K) ≤ k := by
    have hm : 0 < min r k := lt_min hr hk
    have hc : 0 < min r k / (1 + 2 * K) := by positivity
    have e : min r k / (1 + 2 * K) * (1 + 2 * K) = min r k :=
      div_mul_cancel₀ _ (by positivity)
    refine ⟨_, hc, e.le.trans (min_le_left _ _), ?_⟩
    have := min_le_right r k
    linarith
  refine ⟨c, hc, fun t ht => ?_⟩
  -- dissipation of the quadratic form weighted by detailed balance
  have hV : ∀ s, HasDerivAt (fun s => a s ^ 2 + b s ^ 2 / K)
      (-(2 * (r * a s ^ 2 + k * (a s - b s / K) ^ 2))) s := fun s =>
    ((hasDerivAt_square (h.a_deriv s)).fun_add
      ((hasDerivAt_square (h.b_deriv s)).div_const K)).congr_deriv (by ring)
  have hW := fun s => (hV s).fun_mul (hasDerivAt_exp_mul (2 * c) s)
  have hanti := antitone_of_deriv_nonpos (fun s => (hW s).differentiableAt) (fun s => by
    rw [(hW s).deriv]
    have e : b s ^ 2 / K = K * (b s / K) ^ 2 := by field_simp
    have key : c * (a s ^ 2 + b s ^ 2 / K) ≤ r * a s ^ 2 + k * (a s - b s / K) ^ 2 := by
      rw [e]
      nlinarith [mul_nonneg (sub_nonneg.2 hcr) (sq_nonneg (a s)),
        mul_nonneg (sub_nonneg.2 hck) (sq_nonneg (a s - b s / K)),
        mul_nonneg (mul_pos hc hK).le (sq_nonneg (2 * a s - b s / K))]
    nlinarith [mul_nonneg (sub_nonneg.2 key) (Real.exp_pos (2 * c * s)).le])
  have h1 : (a t ^ 2 + b t ^ 2 / K) * Real.exp (2 * c * t) ≤ 1 := by
    have h0 := hanti ht
    simpa [h.a_zero, h.b_zero] using h0
  have hE : Real.exp (2 * c * t) * Real.exp (-(c * t)) ^ 2 = 1 := by
    rw [sq, ← Real.exp_add, ← Real.exp_add,
      show 2 * c * t + (-(c * t) + -(c * t)) = 0 by ring, Real.exp_zero]
  have hp := Real.exp_pos (-(c * t))
  generalize Real.exp (-(c * t)) = E at hE hp ⊢
  have h2 : a t ^ 2 + b t ^ 2 / K ≤ E ^ 2 := by
    have h3 := mul_le_mul_of_nonneg_right h1 (sq_nonneg E)
    rwa [mul_assoc, hE, mul_one, one_mul] at h3
  have hb0 : 0 ≤ b t ^ 2 / K := by positivity
  have hb1 : b t ^ 2 = K * (b t ^ 2 / K) := by field_simp
  have hKE : 0 ≤ K * E ^ 2 := by positivity
  have hKE2 : 0 ≤ K ^ 2 * E ^ 2 := by positivity
  constructor
  · exact abs_le_of_sq_le_sq (by nlinarith [sq_nonneg (a t)]) (by positivity)
  · refine abs_le_of_sq_le_sq ?_ (by positivity)
    have h4 : K * (b t ^ 2 / K) ≤ K * E ^ 2 :=
      mul_le_mul_of_nonneg_left (by linarith [sq_nonneg (a t)]) hK.le
    rw [hb1]
    nlinarith [sq_nonneg E]

/-- Average of an arbitrary quadratic polynomial of the reaction time, for positive rates and
positive `K`. -/
theorem quadratic_average (hr : 0 < r) (hk : 0 < k) (hK : 0 < K) (h : TrapKinetics r k K a b)
    (x y z : ℝ) :
    ∫ t in Ioi (0 : ℝ), (x + y * t + z * t ^ 2) * (r * a t) =
      x + y * ((1 + K) / r) + z * (2 * ((1 + K) / r) ^ 2 + 2 * K ^ 2 / (k * r)) := by
  obtain ⟨c, hc, hd⟩ := occupation_decay hr hk hK h
  have ca : Continuous a := continuous_iff_continuousAt.2 fun t => (h.a_deriv t).continuousAt
  have cb : Continuous b := continuous_iff_continuousAt.2 fun t => (h.b_deriv t).continuousAt
  have da := quadratic_decay hc ca (fun t ht => (hd t ht).1)
  have db := quadratic_decay hc cb (fun t ht => (hd t ht).2)
  -- first and second moments from A (m, m2) and from the trap (n, n2)
  obtain ⟨m, hm⟩ : ∃ m, m = (1 + K) / r := ⟨_, rfl⟩
  obtain ⟨n, hn⟩ : ∃ n, n = m + K / k := ⟨_, rfl⟩
  obtain ⟨m2, hm2⟩ : ∃ m2, m2 = 2 * m ^ 2 + 2 * K ^ 2 / (k * r) := ⟨_, rfl⟩
  obtain ⟨n2, hn2⟩ : ∃ n2, n2 = m2 + 2 * n * K / k := ⟨_, rfl⟩
  have hP : ∀ p q t : ℝ, HasDerivAt (fun s => p + q * s + z * s ^ 2) (q + 2 * z * t) t :=
    fun p q t => ((((hasDerivAt_id' t).const_mul q).const_add p).fun_add
      ((hasDerivAt_square (hasDerivAt_id' t)).const_mul z)).congr_deriv (by ring)
  have hG : ∀ t ∈ Ici (0 : ℝ), HasDerivAt
      (fun t => -(((x + y * m + z * m2) + (y + 2 * z * m) * t + z * t ^ 2) * a t
        + ((x + y * n + z * n2) + (y + 2 * z * n) * t + z * t ^ 2) * b t))
      ((x + y * t + z * t ^ 2) * (r * a t)) t := by
    intro t _
    refine (((hP _ _ t).fun_mul (h.a_deriv t)).fun_add
      ((hP _ _ t).fun_mul (h.b_deriv t))).fun_neg.congr_deriv ?_
    rw [hn2, hm2, hn, hm]
    field_simp
    ring
  have hI : IntegrableOn (fun t => (x + y * t + z * t ^ 2) * (r * a t)) (Ioi 0) := by
    have e : (fun t => (x + y * t + z * t ^ 2) * (r * a t)) =
        fun t => (x * r + y * r * t + z * r * t ^ 2) * a t := by
      funext t
      ring
    rw [e]
    exact (da _ _ _).1
  rw [integral_Ioi_of_hasDerivAt_of_tendsto' hG hI ((da _ _ _).2.add (db _ _ _).2).neg,
    h.a_zero, h.b_zero, ← hm, ← hm2]
  ring

/-- For positive rates and positive `K`, reaction is certain, the mean reaction time is
`(1 + K) / r` for every `k`, and the variance is the squared mean plus `2 K² / (k r)`. -/
theorem trap_mean_and_variance (hr : 0 < r) (hk : 0 < k) (hK : 0 < K)
    (h : TrapKinetics r k K a b) :
    ∫ t in Ioi (0 : ℝ), r * a t = 1 ∧ meanTime r a = (1 + K) / r ∧
      varTime r a = ((1 + K) / r) ^ 2 + 2 * K ^ 2 / (k * r) := by
  have avg := quadratic_average hr hk hK h
  have h0 := avg 1 0 0
  have h1 := avg 0 1 0
  simp only [zero_add, one_mul, zero_mul, add_zero] at h0 h1
  have hm : meanTime r a = (1 + K) / r := h1
  refine ⟨h0, hm, ?_⟩
  have e : (fun t => (t - (1 + K) / r) ^ 2 * (r * a t)) = fun t =>
      (((1 + K) / r) ^ 2 + (-2 * ((1 + K) / r)) * t + 1 * t ^ 2) * (r * a t) := by
    funext t
    ring
  unfold varTime
  rw [hm, e, avg]
  ring

/-- With the trap deleted (`k = 0`) and `r > 0`, the mean reaction time is `1 / r`. -/
theorem mean_without_trap (hr : 0 < r) (h : TrapKinetics r 0 K a b) : meanTime r a = 1 / r := by
  have hW : ∀ t, HasDerivAt (fun s => a s * Real.exp (r * s)) 0 t := fun t =>
    ((h.a_deriv t).fun_mul (hasDerivAt_exp_mul r t)).congr_deriv (by ring)
  -- the occupation of A is a single exponential
  have ha : ∀ t, a t = Real.exp (-(r * t)) := by
    intro t
    have h1 : a t * Real.exp (r * t) = a 0 * Real.exp (r * 0) :=
      is_const_of_deriv_eq_zero (fun s => (hW s).differentiableAt) (fun s => (hW s).deriv) t 0
    rw [h.a_zero, mul_zero, Real.exp_zero, mul_one] at h1
    rw [Real.exp_neg]
    exact eq_inv_of_mul_eq_one_left h1
  have ca : Continuous a := continuous_iff_continuousAt.2 fun t => (h.a_deriv t).continuousAt
  have da := quadratic_decay (C := 1) hr ca (fun t _ => by
    rw [ha, abs_of_pos (Real.exp_pos _), one_mul])
  have hT := (da (1 / r) 1 0).2.neg
  simp only [one_mul, zero_mul, add_zero] at hT
  have hG : ∀ t ∈ Ici (0 : ℝ),
      HasDerivAt (fun t => -((1 / r + t) * a t)) (t * (r * a t)) t := by
    intro t _
    refine (((hasDerivAt_id' t).const_add (1 / r)).fun_mul (h.a_deriv t)).fun_neg.congr_deriv ?_
    field_simp
    ring
  have hI : IntegrableOn (fun t => t * (r * a t)) (Ioi 0) := by
    have e : (fun t => t * (r * a t)) = fun t => (0 + r * t + 0 * t ^ 2) * a t := by
      funext t
      ring
    rw [e]
    exact (da _ _ _).1
  unfold meanTime
  rw [integral_Ioi_of_hasDerivAt_of_tendsto' hG hI hT, h.a_zero]
  ring

/-- For every real `r` and all positive `k`, `K` the explicit biexponential occupations solve the
master equation. -/
theorem trapKinetics_witness (hk : 0 < k) (hK : 0 < K) :
    TrapKinetics r k K (probA r k K) (probT r k K) := by
  have hg : 0 < rateGap r k K := Real.sqrt_pos.2 (by positivity)
  have hsq : rateGap r k K ^ 2 = (k / K - r - k) ^ 2 + 4 * k * (k / K) :=
    Real.sq_sqrt (by positivity)
  have d1 := hasDerivAt_exp_mul ((rateGap r k K - (r + k + k / K)) / 2)
  have d2 := hasDerivAt_exp_mul (-(rateGap r k K + (r + k + k / K)) / 2)
  refine ⟨?_, ?_, fun t => ?_, fun t => ?_⟩
  · simp only [probA, mul_zero, Real.exp_zero]
    rw [div_eq_one_iff_eq (by positivity)]
    ring
  · simp only [probT, mul_zero, sub_self, zero_div]
  · refine ((((d1 t).const_mul (rateGap r k K + (k / K - r - k))).fun_add
      ((d2 t).const_mul (rateGap r k K - (k / K - r - k)))).div_const
      (2 * rateGap r k K)).congr_deriv ?_
    simp only [probA, probT]
    linear_combination (Real.exp ((rateGap r k K - (r + k + k / K)) / 2 * t)
      - Real.exp (-(rateGap r k K + (r + k + k / K)) / 2 * t)) / (4 * rateGap r k K) * hsq
  · refine ((((d1 t).fun_sub (d2 t)).const_mul k).div_const (rateGap r k K)).congr_deriv ?_
    simp only [probA, probT]
    ring

/-- As the exchange with the trap becomes infinitely slow at fixed positive `r` and `K`, the mean
reaction time tends to `(1 + K) / r` while the variance diverges. -/
theorem slow_trap_limit (hr : 0 < r) (hK : 0 < K) :
    Tendsto (fun k => meanTime r (probA r k K)) (𝓝[>] 0) (𝓝 ((1 + K) / r)) ∧
      Tendsto (fun k => varTime r (probA r k K)) (𝓝[>] 0) atTop := by
  have main := fun (k : ℝ) (hk : 0 < k) =>
    trap_mean_and_variance hr hk hK (trapKinetics_witness hk hK)
  constructor
  · refine tendsto_const_nhds.congr' ?_
    filter_upwards [self_mem_nhdsWithin] with k hk
    exact (main k hk).2.1.symm
  · have hpos : 0 < 2 * K ^ 2 / r := by positivity
    have h1 : Tendsto (fun k : ℝ => ((1 + K) / r) ^ 2 + 2 * K ^ 2 / r * k⁻¹) (𝓝[>] 0) atTop :=
      tendsto_atTop_add_const_left _ _ (tendsto_inv_nhdsGT_zero.const_mul_atTop hpos)
    refine h1.congr' ?_
    filter_upwards [self_mem_nhdsWithin] with k hk
    rw [(main k hk).2.2, div_mul_eq_div_div_swap, div_eq_mul_inv (2 * K ^ 2 / r) k]

end

end DeadEndTrap
```

```lean
#print axioms DeadEndTrap.mean_without_trap
-- 'DeadEndTrap.mean_without_trap' depends on axioms: [propext, Classical.choice, Quot.sound]
#print axioms DeadEndTrap.slow_trap_limit
-- 'DeadEndTrap.slow_trap_limit' depends on axioms: [propext, Classical.choice, Quot.sound]
```

## From the decay estimate to the averages

`hasDerivAt_exp_mul` and `hasDerivAt_square` supply two derivatives used throughout. `quadratic_decay` turns an exponential bound into integrability and a zero limit for a quadratic polynomial times the bounded function: half of the decay rate absorbs the powers of time.

`occupation_decay` follows the argument with $V$. It shows that $Ve^{2ct}$ never increases, and `nlinarith` receives the square $(2a-b/K)^2$ as a hint. For simplicity both occupations get the common prefactor `1 + K`, which is weaker than the bounds above.

`quadratic_average` treats $f=x+yt+zt^2$ in one step. Its `hG` is the antiderivative, with the moments `m`, `m2`, `n` and `n2` in the coefficients; `field_simp` and `ring` confirm the coefficient comparison. The fundamental theorem of calculus on the half-line then leaves the value at zero. `trap_mean_and_variance` takes the coefficients $(1,0,0)$, $(0,1,0)$ and $(m^2,-2m,1)$ for normalisation, mean and variance.

## The deleted trap and the slow limit

`mean_without_trap` shows that $a\,e^{rt}$ has zero derivative, which identifies the single exponential, and then uses the antiderivative given above.

`trapKinetics_witness` verifies a biexponential solution, so the hypotheses are satisfiable for all positive parameters. Its decay rates are $(r+k+k/K\mp g)/2$, where $g$ is `rateGap` and

$$g^2=\left(\frac kK-r-k\right)^2+\frac{4k^2}{K}.$$

This identity, used by `linear_combination`, closes the equation for A.

`slow_trap_limit` applies the moment theorem to this solution at each positive `k`. The mean is then constant, and the variance is a constant plus a positive multiple of $1/k$.
